# The point-nucleus Uehling potential has volume integral $-4Z\alpha^2/15$ in units $\hbar=m=c=1$

**Q:** To estimate the vacuum-polarisation shift of an s level in a light one-electron atom, I replace the Uehling potential by a delta function and multiply its strength by the electron density at the nucleus. Where does the strength come from?

**A:** From one radial integral. Measure lengths in reduced Compton wavelengths $\hbar/(mc)$ and energies in $mc^2$, where $m$ is the electron mass. Let $Z$ be the nuclear charge, $\alpha$ the fine-structure constant and $2t$ the energy of a virtual electron-positron pair. The electron's Uehling potential energy $V(r)$ at distance $r$ from the nucleus is given by

$$w(t)=\Bigl(1+\frac1{2t^2}\Bigr)\frac{\sqrt{t^2-1}}{t^2},\quad K(r)=\int_1^\infty e^{-2rt}w(t)\,dt,\quad V(r)=-\frac{2Z\alpha^2K(r)}{3\pi r}.$$

The integrand is non-negative, so the $r$ integral can be done first:

$$\int_0^\infty rK\,dr=\int_1^\infty w(t)\int_0^\infty re^{-2rt}\,dr\,dt=\frac14\int_1^\infty\frac{w(t)}{t^2}\,dt.$$

Now use the velocity $u=\sqrt{t^2-1}/t$. Then $1/t^2=1-u^2$ and $du=dt/(t^2\sqrt{t^2-1})$, so $u^2\,du=\sqrt{t^2-1}\,dt/t^4$. Also $1+1/(2t^2)=(3-u^2)/2$. Hence

$$\int_1^\infty\frac{w}{t^2}\,dt=\int_0^1\frac{u^2(3-u^2)}2\,du=\frac12-\frac1{10}=\frac25,$$

and the first moment of $K$ is $1/10$. In space,

$$\int V\,d^3x=4\pi\int_0^\infty r^2V\,dr=-\frac{8Z\alpha^2}{3}\cdot\frac1{10}=-\frac{4Z\alpha^2}{15}.$$

**Q:** Does the Lean file speak about that same potential?

**A:** Yes, definition by definition. `Space` is Euclidean $\mathbb R^3$ with its usual volume; `pairWeight`, `pairVelocity`, `uehlingKernel` and `uehlingPotential` are $w$, $u$, $K$ and $V$. `Z` and `α` are arbitrary real numbers.

```lean
import Mathlib

open MeasureTheory Set Filter Topology Real

namespace UehlingContact

noncomputable section

/-- Ordinary three-dimensional space. -/
abbrev Space := EuclideanSpace ℝ (Fin 3)

/-- Spectral weight of virtual electron-positron pairs of energy `2t`, in units of the
electron rest energy. -/
def pairWeight (t : ℝ) : ℝ := (1 + 1 / (2 * t ^ 2)) * √(t ^ 2 - 1) / t ^ 2

/-- Velocity, in units of the speed of light, of a particle whose energy is `t` rest energies. -/
def pairVelocity (t : ℝ) : ℝ := √(t ^ 2 - 1) / t

/-- The Uehling kernel `K(r)`, with `r` in reduced Compton wavelengths. -/
def uehlingKernel (r : ℝ) : ℝ := ∫ t in Ioi (1 : ℝ), Real.exp (-2 * r * t) * pairWeight t

/-- The Uehling potential energy of an electron at distance `r` from a point nucleus of
charge `Z`, in units of the electron rest energy. -/
def uehlingPotential (Z α r : ℝ) : ℝ := -(2 * Z * α ^ 2 * uehlingKernel r) / (3 * π * r)
```

The potential is taken as given, not derived from QED. It stands for the lowest-order polarisation of the vacuum by a static point charge, so finite nuclear size and higher orders are absent.

**Q:** Does $K(r)$ converge at all?

**A:** For $r>0$, yes. Since $\sqrt{t^2-1}\le t$ and $1+1/(2t^2)\le 3/2$, we have $0\le w\le 3/(2t)\le 3/2$. Integrating the exponential gives $0\le K(r)\le 3e^{-2r}/(4r)$.

```lean
/-- Above threshold the pair weight is non-negative and at most `3/(2t)`. -/
theorem pairWeight_bounds {t : ℝ} (ht : 1 < t) :
    0 ≤ pairWeight t ∧ pairWeight t ≤ (3 / 2) / t := by
  have h0 : 0 < t := by linarith
  refine ⟨by unfold pairWeight; positivity, ?_⟩
  have h1 : √(t ^ 2 - 1) ≤ t := Real.sqrt_le_iff.2 ⟨h0.le, by linarith⟩
  have h2 : 1 + 1 / (2 * t ^ 2) ≤ 3 / 2 := by
    have : 1 / (2 * t ^ 2) ≤ 1 / 2 := by
      rw [div_le_div_iff₀ (by positivity) (by norm_num)]
      nlinarith
    linarith
  calc pairWeight t ≤ (3 / 2) * t / t ^ 2 := by unfold pairWeight; gcongr
    _ = (3 / 2) / t := by field_simp

/-- At every positive distance the integral defining the Uehling kernel converges, and the
kernel lies between zero and `3 exp(-2r)/(4r)`. -/
theorem uehlingKernel_bound {r : ℝ} (hr : 0 < r) :
    IntegrableOn (fun t => Real.exp (-2 * r * t) * pairWeight t) (Ioi 1) ∧
      0 ≤ uehlingKernel r ∧ uehlingKernel r ≤ 3 / (4 * r) * Real.exp (-2 * r) := by
  have ha : -2 * r < 0 := by linarith
  have hg : IntegrableOn (fun t => Real.exp (-2 * r * t) * (3 / 2)) (Ioi 1) :=
    (integrableOn_exp_mul_Ioi ha 1).mul_const _
  have hle : ∀ t ∈ Ioi (1 : ℝ),
      Real.exp (-2 * r * t) * pairWeight t ≤ Real.exp (-2 * r * t) * (3 / 2) := by
    intro t ht
    have h1 : (3 / 2 : ℝ) / t ≤ 3 / 2 := div_le_self (by norm_num) (le_of_lt ht)
    exact mul_le_mul_of_nonneg_left ((pairWeight_bounds ht).2.trans h1) (Real.exp_pos _).le
  have hpos : ∀ t ∈ Ioi (1 : ℝ), 0 ≤ Real.exp (-2 * r * t) * pairWeight t :=
    fun t ht => mul_nonneg (Real.exp_pos _).le (pairWeight_bounds ht).1
  have hint : IntegrableOn (fun t => Real.exp (-2 * r * t) * pairWeight t) (Ioi 1) := by
    refine Integrable.mono' hg
      (Measurable.aestronglyMeasurable (by unfold pairWeight; fun_prop)) ?_
    refine (ae_restrict_iff' measurableSet_Ioi).2 (Eventually.of_forall fun t ht => ?_)
    rw [Real.norm_eq_abs, abs_of_nonneg (hpos t ht)]
    exact hle t ht
  refine ⟨hint, setIntegral_nonneg measurableSet_Ioi hpos, ?_⟩
  calc uehlingKernel r ≤ ∫ t in Ioi (1 : ℝ), Real.exp (-2 * r * t) * (3 / 2) :=
        setIntegral_mono_on hint hg measurableSet_Ioi hle
    _ = 3 / (4 * r) * Real.exp (-2 * r) := by
        rw [integral_mul_const, integral_exp_mul_Ioi ha, mul_one]
        field_simp
        ring
```

**Q:** And the exchange of integrals?

**A:** It needs the moments of one exponential, $\int_0^\infty r^ne^{-2rt}\,dr=n!/(2t)^{n+1}$, obtained from the Gamma integral. Lean assigns the value zero to a divergent integral, so a non-zero value also proves convergence.

```lean
/-- Radial moments of a single decaying exponential `exp(-2rt)`: they converge and equal
`n!/(2t)^(n+1)`. -/
theorem exponential_moment (n : ℕ) {t : ℝ} (ht : 0 < t) :
    IntegrableOn (fun r => r ^ n * Real.exp (-2 * r * t)) (Ioi 0) ∧
      ∫ r in Ioi (0 : ℝ), r ^ n * Real.exp (-2 * r * t) = n.factorial / (2 * t) ^ (n + 1) := by
  have h := Real.integral_rpow_mul_exp_neg_mul_Ioi (a := (n : ℝ) + 1) (r := 2 * t)
    (by positivity) (by positivity)
  have hp : (1 / (2 * t)) ^ ((n : ℝ) + 1) = (1 / (2 * t)) ^ (n + 1) := by
    exact_mod_cast Real.rpow_natCast (1 / (2 * t)) (n + 1)
  rw [Real.Gamma_nat_eq_factorial, hp] at h
  simp only [add_sub_cancel_right, Real.rpow_natCast] at h
  have e : (fun r : ℝ => r ^ n * Real.exp (-2 * r * t)) =
      fun r => r ^ n * Real.exp (-(2 * t * r)) := by
    funext r
    rw [show -2 * r * t = -(2 * t * r) by ring]
  have hv : ∫ r in Ioi (0 : ℝ), r ^ n * Real.exp (-2 * r * t) =
      n.factorial / (2 * t) ^ (n + 1) := by
    rw [e, h, one_div_pow, one_div_mul_eq_div]
  refine ⟨?_, hv⟩
  by_contra hn
  have hz := hv.symm.trans (integral_undef hn)
  have : (0 : ℝ) < n.factorial / (2 * t) ^ (n + 1) := by positivity
  linarith
```

Then $w/t^{n+1}\le 3/(2t^2)$ makes the double integral absolutely convergent. That is `hF`, and `integral_integral_swap` performs the exchange for every natural number $n$:

$$\int_0^\infty r^nK\,dr=\frac{n!}{2^{n+1}}\int_1^\infty\frac{w(t)}{t^{n+1}}\,dt.$$

```lean
/-- The `n`-th radial moment of the Uehling kernel is `n!/2^(n+1)` times the integral of the pair
weight over `t^(n+1)`. -/
theorem uehlingKernel_moment (n : ℕ) :
    ∫ r in Ioi (0 : ℝ), r ^ n * uehlingKernel r =
      n.factorial / 2 ^ (n + 1) * ∫ t in Ioi (1 : ℝ), pairWeight t / t ^ (n + 1) := by
  have hin : ∀ t ∈ Ioi (1 : ℝ),
      ∫ r in Ioi (0 : ℝ), r ^ n * (Real.exp (-2 * r * t) * pairWeight t) =
        n.factorial / 2 ^ (n + 1) * (pairWeight t / t ^ (n + 1)) := by
    intro t ht
    have h0 : 0 < t := lt_trans one_pos ht
    simp_rw [← mul_assoc (_ ^ n) (Real.exp _) (pairWeight t)]
    rw [integral_mul_const, (exponential_moment n h0).2, mul_pow]
    field_simp
  have hw : IntegrableOn (fun t => pairWeight t / t ^ (n + 1)) (Ioi 1) := by
    have hg : IntegrableOn (fun t : ℝ => (3 / 2) * t ^ (-2 : ℝ)) (Ioi 1) :=
      (integrableOn_Ioi_rpow_of_lt (by norm_num) one_pos).const_mul _
    refine Integrable.mono' hg
      (Measurable.aestronglyMeasurable (by unfold pairWeight; fun_prop)) ?_
    refine (ae_restrict_iff' measurableSet_Ioi).2 (Eventually.of_forall fun t ht => ?_)
    have ht1 : 1 < t := ht
    have h0 : 0 < t := by linarith
    obtain ⟨hw0, hw1⟩ := pairWeight_bounds ht1
    have hpow : t ≤ t ^ (n + 1) := le_self_pow₀ ht1.le (Nat.succ_ne_zero n)
    rw [Real.norm_eq_abs, abs_of_nonneg (by positivity), Real.rpow_neg h0.le, Real.rpow_two]
    calc pairWeight t / t ^ (n + 1) ≤ (3 / 2) / t / t := by gcongr
      _ = 3 / 2 * (t ^ 2)⁻¹ := by field_simp
  -- absolute convergence of the double integral over distance and pair energy
  have hF : Integrable (Function.uncurry fun r t : ℝ =>
      r ^ n * (Real.exp (-2 * r * t) * pairWeight t))
      ((volume.restrict (Ioi 0)).prod (volume.restrict (Ioi 1))) := by
    refine (integrable_prod_iff' (Measurable.aestronglyMeasurable
      (by unfold Function.uncurry pairWeight; fun_prop))).2 ⟨?_, ?_⟩
    · refine (ae_restrict_iff' measurableSet_Ioi).2 (Eventually.of_forall fun t ht => ?_)
      have h := (exponential_moment n (lt_trans one_pos ht)).1.mul_const (pairWeight t)
      simpa only [Function.uncurry, mul_assoc] using h
    · refine IntegrableOn.congr_fun (hw.const_mul (n.factorial / 2 ^ (n + 1) : ℝ))
        (fun t ht => ?_) measurableSet_Ioi
      refine (hin t ht).symm.trans (setIntegral_congr_fun measurableSet_Ioi fun r hr => ?_)
      have hr0 : 0 < r := hr
      have := (pairWeight_bounds ht).1
      exact (Real.norm_of_nonneg (by positivity)).symm
  calc ∫ r in Ioi (0 : ℝ), r ^ n * uehlingKernel r
      = ∫ r in Ioi (0 : ℝ), ∫ t in Ioi (1 : ℝ),
          r ^ n * (Real.exp (-2 * r * t) * pairWeight t) := by
        simp only [uehlingKernel, integral_const_mul]
    _ = ∫ t in Ioi (1 : ℝ), ∫ r in Ioi (0 : ℝ),
          r ^ n * (Real.exp (-2 * r * t) * pairWeight t) := integral_integral_swap hF
    _ = _ := by rw [setIntegral_congr_fun measurableSet_Ioi hin, integral_const_mul]
```

**Q:** Where is the velocity substitution?

**A:** It appears as an antiderivative. If $P'(u)=\tfrac12u^2(3-u^2)(1-u^2)^j$, the chain rule shows that $P(u(t))$ has derivative $w(t)/t^{2j+2}$; `e1`, `e2` and `e3` are the identities used above. As $t$ runs from 1 to infinity, $u$ runs from 0 to 1, so the integral is $P(1)-P(0)$.

```lean
/-- With the pair velocity `u` as variable, an even inverse-energy moment of the pair weight
is the integral of a polynomial in `u` from 0 to 1, here given by its antiderivative `P`. -/
theorem pairWeight_integral (j : ℕ) {P : ℝ → ℝ}
    (hP : ∀ u, HasDerivAt P (u ^ 2 * (3 - u ^ 2) / 2 * (1 - u ^ 2) ^ j) u) :
    ∫ t in Ioi (1 : ℝ), pairWeight t / t ^ (2 * j + 2) = P 1 - P 0 := by
  have hder : ∀ t ∈ Ioi (1 : ℝ),
      HasDerivAt (fun t => P (pairVelocity t)) (pairWeight t / t ^ (2 * j + 2)) t := by
    intro t ht
    have ht1 : 1 < t := ht
    have h0 : 0 < t := by linarith
    have hq : 0 < t ^ 2 - 1 := by nlinarith
    have hs := Real.sqrt_pos.2 hq
    have hsq := Real.sq_sqrt hq.le
    have h1 : HasDerivAt (fun x : ℝ => x ^ 2 - 1) (2 * t) t := by
      simpa using (hasDerivAt_pow 2 t).sub_const 1
    have h2 : HasDerivAt pairVelocity (1 / (t ^ 2 * √(t ^ 2 - 1))) t := by
      refine ((h1.sqrt hq.ne').fun_div (hasDerivAt_id' t) h0.ne').congr_deriv ?_
      generalize √(t ^ 2 - 1) = s at hs hsq
      have : 2 * t / (2 * s) * t - s * 1 = 1 / s := by
        field_simp
        linarith
      rw [this, div_div, mul_comm s]
    refine ((hP _).comp t h2).congr_deriv ?_
    have e1 : 1 - pairVelocity t ^ 2 = 1 / t ^ 2 := by
      rw [pairVelocity, div_pow, hsq]
      field_simp
      ring
    have e2 : 3 - pairVelocity t ^ 2 = 2 * (1 + 1 / (2 * t ^ 2)) := by
      have : 1 / (2 * t ^ 2) = 1 / t ^ 2 / 2 := by ring
      rw [this]
      linarith
    have e3 : pairVelocity t ^ 2 * (1 / (t ^ 2 * √(t ^ 2 - 1))) = √(t ^ 2 - 1) / t ^ 4 := by
      rw [pairVelocity]
      generalize √(t ^ 2 - 1) = s at hs
      field_simp
    calc _ = pairVelocity t ^ 2 * (1 / (t ^ 2 * √(t ^ 2 - 1))) * (3 - pairVelocity t ^ 2) / 2
          * (1 - pairVelocity t ^ 2) ^ j := by ring
      _ = _ := by
        rw [e3, e1, e2, one_div_pow, ← pow_mul, pow_add, pairWeight]
        ring
  have hlim : Tendsto pairVelocity atTop (𝓝 1) := by
    have h : Tendsto (fun t : ℝ => √(1 - t⁻¹ ^ 2)) atTop (𝓝 (√(1 - 0 ^ 2))) :=
      ((tendsto_inv_atTop_zero.pow 2).const_sub 1).sqrt
    rw [show √(1 - 0 ^ 2 : ℝ) = 1 by norm_num] at h
    refine h.congr' ?_
    filter_upwards [eventually_gt_atTop 0] with t ht
    rw [pairVelocity, show t ^ 2 - 1 = t ^ 2 * (1 - t⁻¹ ^ 2) by field_simp,
      Real.sqrt_mul (sq_nonneg t), Real.sqrt_sq ht.le, mul_div_cancel_left₀ _ ht.ne']
  have hc : ContinuousAt pairVelocity 1 := by
    unfold pairVelocity
    exact ContinuousAt.div (by fun_prop) (by fun_prop) one_ne_zero
  have h := integral_Ioi_of_hasDerivAt_of_nonneg
    (ContinuousAt.comp (f := pairVelocity) (g := P) (hP _).continuousAt hc).continuousWithinAt
    hder (fun t ht => div_nonneg (pairWeight_bounds ht).1
      (pow_nonneg (le_of_lt (lt_trans one_pos ht)) _))
    ((hP 1).continuousAt.tendsto.comp hlim)
  rw [h]
  simp [pairVelocity]
```

With $j=0$ and $P=u^3/2-u^5/10$, this is the $2/5$ above.

```lean
/-- The first radial moment of the Uehling kernel is `1/10`. -/
theorem uehlingKernel_first_moment : ∫ r in Ioi (0 : ℝ), r * uehlingKernel r = 1 / 10 := by
  have hP : ∀ u : ℝ, HasDerivAt (fun u : ℝ => u ^ 3 / 2 - u ^ 5 / 10)
      (u ^ 2 * (3 - u ^ 2) / 2 * (1 - u ^ 2) ^ 0) u := fun u =>
    (((hasDerivAt_pow 3 u).div_const 2).fun_sub
      ((hasDerivAt_pow 5 u).div_const 10)).congr_deriv (by norm_num; ring)
  have hw : ∫ t in Ioi (1 : ℝ), pairWeight t / t ^ (1 + 1) = 2 / 5 :=
    (pairWeight_integral 0 hP).trans (by norm_num)
  have h := uehlingKernel_moment 1
  rw [hw] at h
  simp only [pow_one] at h
  rw [h]
  norm_num [Nat.factorial]
```

**Q:** And the step into three dimensions?

**A:** Polar coordinates, through `integral_fun_norm_addHaar`. The dimension, 3, times the unit-ball volume, $4\pi/3$, supplies the $4\pi$. The lemma allows an extra factor $\|x\|^k$; $k=0$ gives the volume integral.

```lean
/-- Spatial moments of the Uehling potential reduce to radial moments of its kernel. -/
theorem uehlingPotential_moment (Z α : ℝ) (k : ℕ) :
    ∫ x : Space, ‖x‖ ^ k * uehlingPotential Z α ‖x‖ =
      -(8 * Z * α ^ 2 / 3) * ∫ r in Ioi (0 : ℝ), r ^ (k + 1) * uehlingKernel r := by
  have hb : (volume : Measure Space).real (Metric.ball 0 1) = 4 * π / 3 := by
    rw [Measure.real, EuclideanSpace.volume_ball_fin_three, ENNReal.ofReal_one, one_pow,
      one_mul, ENNReal.toReal_ofReal (by positivity)]
    ring
  have hpt : EqOn (fun r : ℝ => r ^ 2 * (r ^ k * uehlingPotential Z α r))
      (fun r => -(2 * Z * α ^ 2 / (3 * π)) * (r ^ (k + 1) * uehlingKernel r)) (Ioi 0) := by
    intro r hr
    have hr0 : 0 < r := hr
    simp only [uehlingPotential]
    field_simp
    ring
  -- polar coordinates in three dimensions
  refine (integral_fun_norm_addHaar (volume : Measure Space)
    (fun r => r ^ k * uehlingPotential Z α r)).trans ?_
  rw [hb, finrank_euclideanSpace_fin]
  simp only [smul_eq_mul, nsmul_eq_mul, Nat.reduceSub, Nat.cast_ofNat]
  rw [setIntegral_congr_fun measurableSet_Ioi hpt, integral_const_mul]
  field_simp
  ring

/-- The volume integral of the Uehling potential over all space is `-4 Z α² / 15`. -/
theorem uehlingPotential_volume_integral (Z α : ℝ) :
    ∫ x : Space, uehlingPotential Z α ‖x‖ = -(4 * Z * α ^ 2) / 15 := by
  have h := uehlingPotential_moment Z α 0
  simp only [pow_zero, one_mul, zero_add, pow_one] at h
  rw [h, uehlingKernel_first_moment]
  ring
```

**Q:** A volume integral alone doesn't make a potential short-ranged.

**A:** The second moment gives a length. With $j=1$ the polynomial integral is $\tfrac12-\tfrac25+\tfrac1{14}=\tfrac6{35}$, so $\int_0^\infty r^3K\,dr=\tfrac{3!}{16}\cdot\tfrac6{35}=\tfrac9{140}$. Dividing by $1/10$ gives a mean square radius of $9/14$, well below the squared size of a light atom, of order $1/(Z\alpha)^2$.

```lean
/-- The integral of `‖x‖²` times the Uehling potential is `9/14` of the potential's volume integral,
with lengths in reduced Compton wavelengths. -/
theorem uehlingPotential_mean_square_radius (Z α : ℝ) :
    ∫ x : Space, ‖x‖ ^ 2 * uehlingPotential Z α ‖x‖ =
      9 / 14 * ∫ x : Space, uehlingPotential Z α ‖x‖ := by
  have hP : ∀ u : ℝ, HasDerivAt (fun u : ℝ => u ^ 3 / 2 - u ^ 5 / (5 / 2) + u ^ 7 / 14)
      (u ^ 2 * (3 - u ^ 2) / 2 * (1 - u ^ 2) ^ 1) u := fun u =>
    ((((hasDerivAt_pow 3 u).div_const 2).fun_sub ((hasDerivAt_pow 5 u).div_const (5 / 2))).fun_add
      ((hasDerivAt_pow 7 u).div_const 14)).congr_deriv (by norm_num; ring)
  have hw : ∫ t in Ioi (1 : ℝ), pairWeight t / t ^ (2 + 1 + 1) = 6 / 35 :=
    (pairWeight_integral 1 hP).trans (by norm_num)
  rw [uehlingPotential_moment, uehlingKernel_moment, hw, uehlingPotential_volume_integral]
  norm_num [Nat.factorial]
  ring
```

**Q:** Then what does "contact" mean precisely?

**A:** Take a continuous $\rho$ with $|\rho|\le C$ and stretch it to $\rho(\varepsilon x)$. As $\varepsilon\to0$, its energy in $V$ tends to $-(4Z\alpha^2/15)\rho(0)$. The stretched function is not renormalised. Keeping the total charge fixed would multiply both the energy and the density at the nucleus by $\varepsilon^3$; for $\rho(0)\ne0$ their ratio still tends to $-4Z\alpha^2/15$. The proof is dominated convergence with bound $C|V|$. For $Z\alpha^2\ne0$, $V$ is integrable because its volume integral is non-zero; otherwise $V$ vanishes.

```lean
/-- For a bounded continuous function `ρ`, the integral of the Uehling potential times the
stretched, not renormalised, function `ρ(εx)` tends to `-4 Z α² / 15` times `ρ(0)` as `ε → 0`. -/
theorem uehling_contact_limit (Z α : ℝ) {ρ : Space → ℝ} (hρ : Continuous ρ) {C : ℝ}
    (hC : ∀ x, |ρ x| ≤ C) :
    Tendsto (fun ε : ℝ => ∫ x : Space, uehlingPotential Z α ‖x‖ * ρ (ε • x)) (𝓝 0)
      (𝓝 (-(4 * Z * α ^ 2) / 15 * ρ 0)) := by
  have hV : Integrable (fun x : Space => uehlingPotential Z α ‖x‖) := by
    by_cases h : Z * α ^ 2 = 0
    · have h0 : (fun x : Space => uehlingPotential Z α ‖x‖) = fun _ => 0 := by
        funext x
        rw [uehlingPotential, mul_assoc 2 Z, h]
        simp
      rw [h0]
      exact integrable_zero _ _ _
    · by_contra hn
      have h1 := uehlingPotential_volume_integral Z α
      rw [integral_undef hn] at h1
      exact h (by linarith)
  rw [← uehlingPotential_volume_integral Z α, ← integral_mul_const]
  -- dominated convergence with the integrable bound |V| C
  apply tendsto_integral_filter_of_dominated_convergence
    (fun x : Space => |uehlingPotential Z α ‖x‖| * C)
  · exact Eventually.of_forall fun ε => hV.aestronglyMeasurable.mul
      (hρ.comp (continuous_const_smul ε)).aestronglyMeasurable
  · refine Eventually.of_forall fun ε => Eventually.of_forall fun x => ?_
    rw [norm_mul, Real.norm_eq_abs, Real.norm_eq_abs]
    exact mul_le_mul_of_nonneg_left (hC _) (abs_nonneg _)
  · exact hV.abs.mul_const C
  · refine Eventually.of_forall fun x => ?_
    have hc : Continuous fun ε : ℝ => uehlingPotential Z α ‖x‖ * ρ (ε • x) :=
      continuous_const.mul (hρ.comp (continuous_id.smul continuous_const))
    have h := hc.tendsto 0
    simp only [zero_smul] at h
    exact h

end

end UehlingContact
```

```lean
#print axioms UehlingContact.uehlingKernel_bound
#print axioms UehlingContact.uehlingPotential_volume_integral
#print axioms UehlingContact.uehlingPotential_mean_square_radius
#print axioms UehlingContact.uehling_contact_limit
```

```
'UehlingContact.uehlingKernel_bound' depends on axioms: [propext, Classical.choice, Quot.sound]
'UehlingContact.uehlingPotential_volume_integral' depends on axioms: [propext, Classical.choice, Quot.sound]
'UehlingContact.uehlingPotential_mean_square_radius' depends on axioms: [propext, Classical.choice, Quot.sound]
'UehlingContact.uehling_contact_limit' depends on axioms: [propext, Classical.choice, Quot.sound]
```

**Q:** Is continuity needed?

**A:** At the origin, it can't simply be dropped. Let $\rho$ be 1 at the origin and 0 elsewhere; this is a mathematical test function, not the density of an electron. For every $\varepsilon\neq0$ the energy is zero, yet the formula would give $-4Z\alpha^2/15$, which differs from zero when $Z\alpha^2\ne0$. Away from the origin, measurability and the bound would be enough.

**Q:** Give me a number for hydrogen 2s.

**A:** The normalised non-relativistic density at the nucleus is $\alpha^3/(8\pi)$ for $Z=1$. First-order perturbation theory with the contact strength gives

$$-\frac{4\alpha^2}{15}\cdot\frac{\alpha^3}{8\pi}=-\frac{\alpha^5}{30\pi}\approx-2.2\times10^{-13}$$

in units of $mc^2$, with $\alpha$ rounded to $1/137$.

**Q:** May I use it for gold?

**A:** Not on the strength of this limit. A heavy atom's inner shells are not wide compared with the reduced Compton wavelength. Also, the Dirac s density at a point nucleus is unbounded, which violates the hypothesis on $\rho$; this is so for every $Z>0$, but the divergence is much weaker in hydrogen, where the estimate above used the non-relativistic density. For gold, a better starting point is to integrate the Uehling potential of the finite nucleus against the relativistic density; higher-order vacuum polarisation is then a further correction.
